# For N equal point atoms, structure factors of orders 1 to m fix the elementary symmetric sums up to degree m

Take two arrangements of the same finite number N of equal point atoms, each atom given by a complex number, `z j` or `w j`, which need not lie on the unit circle. The structure factor of order h is the plain sum of the h-th powers of these numbers, with no division by N. The lemma `subsetSum_eq` states that if the two arrangements have equal structure factors, as complex numbers, for every order from 1 to m, then for every k up to m they also agree in the sum, over all k-atom subsets, of the product of the numbers in the subset. The proof is by strong induction on k: Newton's identities express k times the k-th subset sum through earlier subset sums and structure factors, and for positive k the factor k can be cancelled.

As first written in Lean, the proof fails:

```lean
import Mathlib

open Finset

namespace SubsetSumEq

noncomputable section

variable {N : ℕ}

/-- Structure factor of order `h` for equal point atoms at the complex points `z j`. -/
def structureFactor (z : Fin N → ℂ) (h : ℕ) : ℂ := ∑ j, z j ^ h

/-- Sum over all `k`-atom subsets of the product of their positions. -/
def subsetSum (z : Fin N → ℂ) (k : ℕ) : ℂ :=
  ∑ s ∈ powersetCard k (univ : Finset (Fin N)), ∏ j ∈ s, z j

/-- Newton's identities: subset sums follow recursively from the structure factors. -/
theorem newton (z : Fin N → ℂ) (k : ℕ) :
    (k : ℂ) * subsetSum z k = (-1) ^ (k + 1) *
      ∑ a ∈ (antidiagonal k).filter (fun a => a.1 < k),
        (-1) ^ a.1 * subsetSum z a.1 * structureFactor z a.2 := by
  have h := congrArg (MvPolynomial.aeval z) (MvPolynomial.mul_esymm_eq_sum (Fin N) ℂ k)
  simpa [MvPolynomial.esymm, MvPolynomial.psum, subsetSum, structureFactor] using h

/-- If the structure factors of orders `1` to `m` agree, so do the subset sums up to `m`. -/
theorem subsetSum_eq {z w : Fin N → ℂ} {m : ℕ}
    (hF : ∀ h, 1 ≤ h → h ≤ m → structureFactor z h = structureFactor w h) :
    ∀ k, k ≤ m → subsetSum z k = subsetSum w k := by
  intro k
  induction k using Nat.strong_induction_on with
  | _ k ih =>
    intro hk
    rcases Nat.eq_zero_or_pos k with h0 | hpos
    · subst h0
      simp [subsetSum]
    · have hk0 : (k : ℂ) ≠ 0 := Nat.cast_ne_zero.mpr (by omega)
      apply mul_left_cancel₀ hk0
      rw [newton z, newton w]
      congr 1
      apply sum_congr rfl
      intro a ha
      rw [mem_filter, mem_antidiagonal] at ha
      obtain ⟨h1, h2⟩ := ha
      rw [ih a.1 h2 (by omega), hF a.2 (by omega) (by omega)]

end

end SubsetSumEq
```

Lean reports:

```
Main.lean:43:22: error: Ambiguous term
  mem_antidiagonal
Possible interpretations:
  HasAntidiagonal.mem_antidiagonal : ?m.126 ∈ HasAntidiagonal.antidiagonal ?m.125 ↔ ?m.126.1 + ?m.126.2 = ?m.125
  
  Finset.mem_antidiagonal : ?m.131 ∈ Finset.antidiagonal ?m.128 ?m.129 ?m.130 ↔
    ?m.131.1 ∈ ?m.126 ∧ ?m.131.2 ∈ ?m.127 ∧ ?m.131.1 + ?m.131.2 = ?m.130
```

Cause. The message says that the short name `mem_antidiagonal` has two possible readings here. One says that a pair lies in the antidiagonal of a value exactly when its two entries add up to that value. The other concerns a different antidiagonal, and also requires the entries to belong to two given collections.

`rw` has to settle which lemma a name means before it looks for a place to apply it. Both readings make sense as terms on their own, so Lean reports an ambiguity and does not use the hypothesis `ha` to choose between them.

The diff writes `HasAntidiagonal.mem_antidiagonal`, which selects the first reading. That is the one that fits, since the sum in `newton` runs over `antidiagonal k`, with no further collections. The rewrite then turns `ha` into the two facts `a.1 + a.2 = k` and `a.1 < k`, from which the later `omega` calls get the bounds they need. The mathematical argument is unchanged.

As a diff, the version that Lean accepts:

```diff
@@ -41,5 +41,5 @@
       apply sum_congr rfl
       intro a ha
-      rw [mem_filter, mem_antidiagonal] at ha
+      rw [mem_filter, HasAntidiagonal.mem_antidiagonal] at ha
       obtain ⟨h1, h2⟩ := ha
       rw [ih a.1 h2 (by omega), hF a.2 (by omega) (by omega)]
```
